# For a positive definite inertia tensor, the Boltzmann factor of a classical rigid rotor integrates over angular momentum to \((2\pi/b)^{3/2}\sqrt{\det I}\), with \(b=1/(k_BT)\)

## My partition function changes when I rotate the molecule

I get a different rotational partition function for the same molecule when I turn its coordinates. My textbook formula contains \(\sqrt{I_A I_B I_C}\), and I had been inserting the three diagonal entries of the inertia tensor, which are not the principal moments once there are off-diagonal entries. A colleague says that I should use \(\sqrt{\det I}\) and skip the diagonalisation. Is that exact for a tensor with off-diagonal entries? And why does \(I\) end up in the numerator, when the energy contains \(I^{-1}\)?

## The determinant is a Jacobian

Your colleague is right. Let \(L\) be the angular momentum in body-fixed axes, \(I\) the inertia tensor about the centre of mass in the same axes, and \(b=1/(k_BT)\), usually written \(\beta\). The energy is \(\tfrac12L^TI^{-1}L\).

Diagonalise \(I=UDU^T\), with \(U\) orthogonal and \(D\) holding the principal moments \(d_i>0\). Set \(B=UD^{1/2}\). Then \(BB^T=I\) and \((\det B)^2=\det I>0\), so \(B\) is invertible. Substituting \(L=Bu\) gives

\[
L^TI^{-1}L=u^TB^T(B^T)^{-1}B^{-1}Bu=u^Tu,\qquad d^3L=|\det B|\,d^3u=\sqrt{\det I}\,d^3u .
\]

What remains is a product of three one-dimensional Gaussian integrals, each equal to \(\sqrt{2\pi/b}\):

\[
\int e^{-bL^TI^{-1}L/2}\,d^3L=\left(\frac{2\pi}{b}\right)^{3/2}\sqrt{\det I}.
\]

So \(I\) is in the numerator because a larger moment of inertia makes the energy rise more slowly with \(L\), and the Gaussian is wider.

The Euler angles \(\varphi,\theta,\psi\), with weight \(\sin\theta\), contribute \(2\pi\cdot2\cdot2\pi=8\pi^2\). Dividing by \(\sigma h^3\), with symmetry number \(\sigma\) and Planck constant \(h\), and using \(\frac{8\pi^2}{bh^2}=\frac{2\pi}{b}\cdot\frac{4\pi}{h^2}\), gives the textbook form

\[
\frac{8\pi^2}{\sigma h^3}\left(\frac{2\pi}{b}\right)^{3/2}\sqrt{\det I}
=\frac{\sqrt\pi}{\sigma}\left(\frac{8\pi^2}{bh^2}\right)^{3/2}\sqrt{\det I}.
\]

This is the rotational factor in ideal-gas thermochemistry from electronic-structure calculations, for a nonlinear molecule treated as a classical rigid rotor.

## A tensor with one off-diagonal entry

Take \(b=1\) and, in matching units,

\[
I=\begin{pmatrix}2&1&0\\1&2&0\\0&0&3\end{pmatrix},\qquad \det I=9 .
\]

The energy is \(\tfrac13(L_1^2-L_1L_2+L_2^2)+\tfrac16L_3^2\). Since \(L_1^2-L_1L_2+L_2^2=(L_1-\tfrac12L_2)^2+\tfrac34L_2^2\), the integral is \(\sqrt{3\pi}\sqrt{4\pi}\sqrt{6\pi}=\sqrt{72\pi^3}\approx47.25\). The formula gives \((2\pi)^{3/2}\cdot3\), the same number. The diagonal entries would give \(\sqrt{12}\) in place of \(3\), about 15% too much.

## What the Lean theorems say

In `angular_momentum_integral`, `I` is a real 3×3 matrix and `I.PosDef` says that it is symmetric with positive principal moments. This excludes linear molecules, which have a vanishing moment. `rotationalEnergy I L` is the energy above, and the integral uses ordinary volume on `Fin 3 → ℝ`. The theorem states integrability as well as the value, because Lean assigns the value 0 to a divergent integral. `boltzmann_integral` is the same statement for `n` momentum components.

`log_integral_hasDerivAt` says that the logarithm of the integral has \(b\)-derivative \(-3/(2b)\). Read in the usual way as minus the mean energy, it gives the equipartition value \(\tfrac32k_BT\).

`phaseSpaceIntegral_eq` equates the integral over angles and momenta with \(\sigma h^3\) times the textbook expression. The step left to physics is the passage from the momenta conjugate to the Euler angles to the body-frame \(L\): its Jacobian, the weight \(\sin\theta\), is written into the definition `phaseSpaceIntegral`. Dividing by \(\sigma h^3\) is likewise the usual semiclassical counting of states, not a consequence of the theorem.

```lean
import Mathlib

open Matrix MeasureTheory
open scoped Real

namespace RotationalPartitionFunction

noncomputable section

/-- The kinetic energy `Lᵀ I⁻¹ L / 2` of a rotor with invertible inertia tensor `I` and
angular momentum `L`, written for any number `n` of momentum components. -/
def rotationalEnergy {n : ℕ} (I : Matrix (Fin n) (Fin n) ℝ) (L : Fin n → ℝ) : ℝ :=
  (L ⬝ᵥ I⁻¹ *ᵥ L) / 2

/-- The classical phase-space integral of a rigid rotor with invertible inertia tensor `I`: the
Boltzmann factor is integrated over the Euler angles, with weight `sin θ`, and over the
body-frame angular momentum. -/
def phaseSpaceIntegral (b : ℝ) (I : Matrix (Fin 3) (Fin 3) ℝ) : ℝ :=
  ∫ _φ in (0 : ℝ)..(2 * π), ∫ θ in (0 : ℝ)..π, ∫ _ψ in (0 : ℝ)..(2 * π),
    ∫ L : Fin 3 → ℝ, Real.sin θ * Real.exp (-b * rotationalEnergy I L)

/-- A positive definite inertia tensor factorises as `I = B Bᵀ` with `B` invertible. -/
theorem exists_factor {n : ℕ} {I : Matrix (Fin n) (Fin n) ℝ} (hI : I.PosDef) :
    ∃ B : Matrix (Fin n) (Fin n) ℝ, B.det ≠ 0 ∧ I = B * Bᵀ := by
  -- principal axes: the columns of `U`; principal moments: the eigenvalues `d`
  let U : Matrix (Fin n) (Fin n) ℝ := hI.isHermitian.eigenvectorUnitary
  let d : Fin n → ℝ := hI.isHermitian.eigenvalues
  have hU : I = U * diagonal d * Uᵀ := by
    have h := hI.isHermitian.spectral_theorem
    rw [Unitary.conjStarAlgAut_apply] at h
    exact h
  have hd : diagonal d = diagonal (fun i => Real.sqrt (d i)) *
      diagonal (fun i => Real.sqrt (d i)) := by
    rw [diagonal_mul_diagonal]
    congr 1
    funext i
    exact (Real.mul_self_sqrt (hI.eigenvalues_pos i).le).symm
  have hB : I = (U * diagonal (fun i => Real.sqrt (d i))) *
      (U * diagonal (fun i => Real.sqrt (d i)))ᵀ := by
    rw [transpose_mul, diagonal_transpose, hU, hd]
    simp only [Matrix.mul_assoc]
  refine ⟨_, fun h0 => ?_, hB⟩
  have hpos := hI.det_pos
  rw [hB, det_mul, h0, zero_mul] at hpos
  exact lt_irrefl _ hpos

/-- If `I = B Bᵀ` with `B` invertible, the substitution `L = B u` turns the rotational energy
into `|u|² / 2`. -/
theorem energy_factor {n : ℕ} {B : Matrix (Fin n) (Fin n) ℝ} (hB : B.det ≠ 0)
    (u : Fin n → ℝ) : rotationalEnergy (B * Bᵀ) (B *ᵥ u) = (u ⬝ᵥ u) / 2 := by
  have hu : IsUnit B.det := isUnit_iff_ne_zero.2 hB
  have hut : IsUnit (Bᵀ).det := by rwa [det_transpose]
  have h1 : (B * Bᵀ)⁻¹ *ᵥ (B *ᵥ u) = (Bᵀ)⁻¹ *ᵥ u := by
    rw [mulVec_mulVec, Matrix.mul_inv_rev, Matrix.mul_assoc, nonsing_inv_mul B hu,
      Matrix.mul_one]
  unfold rotationalEnergy
  rw [h1, dotProduct_comm, Matrix.dotProduct_mulVec, ← mulVec_transpose, mulVec_mulVec,
    mul_nonsing_inv _ hut, one_mulVec]

/-- Under an invertible linear substitution `L = B u`, a continuous function of `L` is integrable
if its pullback is, and its integral acquires the Jacobian `|det B|`. -/
theorem change_variables {n : ℕ} {B : Matrix (Fin n) (Fin n) ℝ} (hB : B.det ≠ 0)
    {g : (Fin n → ℝ) → ℝ} (hg : Continuous g) :
    (Integrable (fun u => g (B *ᵥ u)) → Integrable g) ∧
      ∫ L, g L = |B.det| * ∫ u, g (B *ᵥ u) := by
  have hmap := Real.map_matrix_volume_pi_eq_smul_volume_pi hB
  have hm : Measurable (toLin' B) :=
    (LinearMap.continuous_of_finiteDimensional (toLin' B)).measurable
  constructor
  · intro h
    have h1 : Integrable g (Measure.map (toLin' B) volume) :=
      (integrable_map_measure hg.aestronglyMeasurable hm.aemeasurable).2 h
    rw [hmap] at h1
    have hc : ENNReal.ofReal |(B.det)⁻¹| ≠ 0 :=
      (ENNReal.ofReal_pos.2 (abs_pos.2 (inv_ne_zero hB))).ne'
    exact (integrable_smul_measure hc ENNReal.ofReal_ne_top).1 h1
  · have h2 : ∫ u, g (B *ᵥ u) = ∫ L, g L ∂(Measure.map (toLin' B) volume) :=
      (integral_map hm.aemeasurable hg.aestronglyMeasurable).symm
    rw [h2, hmap, integral_smul_measure, ENNReal.toReal_ofReal (abs_nonneg _), smul_eq_mul,
      abs_inv, mul_inv_cancel_left₀ (abs_ne_zero.2 hB)]

/-- For `b > 0` the isotropic Boltzmann factor `exp (-b |u|² / 2)` of `n` momenta is integrable,
with integral `(2π/b)^(n/2)`. -/
theorem isotropic_integral (n : ℕ) {b : ℝ} (hb : 0 < b) :
    Integrable (fun u : Fin n → ℝ => Real.exp (-b * ((u ⬝ᵥ u) / 2))) ∧
      ∫ u : Fin n → ℝ, Real.exp (-b * ((u ⬝ᵥ u) / 2)) = (2 * π / b) ^ ((n : ℝ) / 2) := by
  -- the exponential of a sum of squares is a product of one-dimensional Gaussians
  have hfun : (fun u : Fin n → ℝ => Real.exp (-b * ((u ⬝ᵥ u) / 2))) =
      fun u => ∏ i, Real.exp (-(b / 2) * u i ^ 2) := by
    funext u
    rw [← Real.exp_sum, ← Finset.mul_sum]
    congr 1
    simp only [dotProduct, ← sq]
    ring
  rw [hfun]
  constructor
  · exact Integrable.fintype_prod (fun _ => integrable_exp_neg_mul_sq (half_pos hb))
  · rw [integral_fintype_prod_volume_eq_pow (fun x : ℝ => Real.exp (-(b / 2) * x ^ 2)),
      integral_gaussian, Fintype.card_fin, show π / (b / 2) = 2 * π / b by field_simp,
      Real.sqrt_eq_rpow, ← Real.rpow_natCast, ← Real.rpow_mul (by positivity)]
    congr 1
    ring

/-- For a symmetric positive definite `n × n` tensor `I` and `b > 0`, the Boltzmann factor of
`Lᵀ I⁻¹ L / 2` is integrable over `L`, with integral `(2π/b)^(n/2) √(det I)`. -/
theorem boltzmann_integral {n : ℕ} {I : Matrix (Fin n) (Fin n) ℝ} (hI : I.PosDef)
    {b : ℝ} (hb : 0 < b) :
    Integrable (fun L => Real.exp (-b * rotationalEnergy I L)) ∧
      ∫ L, Real.exp (-b * rotationalEnergy I L) =
        (2 * π / b) ^ ((n : ℝ) / 2) * Real.sqrt I.det := by
  obtain ⟨B, hB, rfl⟩ := exists_factor hI
  have hc : Continuous (fun L => Real.exp (-b * rotationalEnergy (B * Bᵀ) L)) := by
    simp only [rotationalEnergy, dotProduct, mulVec]
    fun_prop
  obtain ⟨h1, h2⟩ := change_variables hB hc
  simp only [energy_factor hB] at h1 h2
  obtain ⟨g1, g2⟩ := isotropic_integral n hb
  refine ⟨h1 g1, ?_⟩
  -- the Jacobian is the square root of `det I`
  rw [h2, g2, det_mul, det_transpose, Real.sqrt_mul_self_eq_abs, mul_comm]

/-- For a symmetric positive definite inertia tensor `I` and `b > 0`, the Boltzmann factor
`exp (-b Lᵀ I⁻¹ L / 2)` is integrable over the angular momentum `L` in three dimensions, with
integral `(2π/b)^(3/2) √(det I)`. -/
theorem angular_momentum_integral {I : Matrix (Fin 3) (Fin 3) ℝ} (hI : I.PosDef)
    {b : ℝ} (hb : 0 < b) :
    Integrable (fun L => Real.exp (-b * rotationalEnergy I L)) ∧
      ∫ L, Real.exp (-b * rotationalEnergy I L) =
        (2 * π / b) ^ (3 / 2 : ℝ) * Real.sqrt I.det := by
  have h := boltzmann_integral hI hb
  rwa [Nat.cast_ofNat] at h

/-- For a symmetric positive definite inertia tensor, the logarithm of the angular-momentum
integral has derivative `-3/(2b)` with respect to `b` at every `b > 0`. -/
theorem log_integral_hasDerivAt {I : Matrix (Fin 3) (Fin 3) ℝ} (hI : I.PosDef)
    {b : ℝ} (hb : 0 < b) :
    HasDerivAt (fun x => Real.log (∫ L, Real.exp (-x * rotationalEnergy I L)))
      (-(3 / (2 * b))) b := by
  have hs : 0 < Real.sqrt I.det := Real.sqrt_pos.2 hI.det_pos
  have hev : (fun x => Real.log (∫ L, Real.exp (-x * rotationalEnergy I L))) =ᶠ[nhds b]
      fun x => 3 / 2 * (Real.log (2 * π) - Real.log x) + Real.log (Real.sqrt I.det) := by
    filter_upwards [lt_mem_nhds hb] with x hx
    rw [(angular_momentum_integral hI hx).2, Real.log_mul (by positivity) hs.ne',
      Real.log_rpow (by positivity), Real.log_div (by positivity) hx.ne']
  have hd := (((Real.hasDerivAt_log hb.ne').const_sub (Real.log (2 * π))).const_mul
    (3 / 2 : ℝ)).add_const (Real.log (Real.sqrt I.det))
  exact (hd.congr_of_eventuallyEq hev).congr_deriv (by ring)

/-- For a symmetric positive definite inertia tensor and positive `b`, `h` and `σ`, the rotor's
phase-space integral is `σ h³` times `(√π/σ) (8π²/(b h²))^(3/2) √(det I)`. -/
theorem phaseSpaceIntegral_eq {I : Matrix (Fin 3) (Fin 3) ℝ} (hI : I.PosDef)
    {b h : ℝ} (hb : 0 < b) (hh : 0 < h) {σ : ℕ} (hσ : 0 < σ) :
    phaseSpaceIntegral b I = σ * h ^ 3 *
      (Real.sqrt π / σ * (8 * π ^ 2 / (b * h ^ 2)) ^ (3 / 2 : ℝ) * Real.sqrt I.det) := by
  have hσ' : (σ : ℝ) ≠ 0 := Nat.cast_ne_zero.2 hσ.ne'
  have hπ : Real.sqrt π ^ 2 = π := Real.sq_sqrt Real.pi_pos.le
  -- the Euler angles contribute the volume `8π²`
  have hvol : phaseSpaceIntegral b I =
      8 * π ^ 2 * ((2 * π / b) ^ (3 / 2 : ℝ) * Real.sqrt I.det) := by
    unfold phaseSpaceIntegral
    simp only [MeasureTheory.integral_const_mul, (angular_momentum_integral hI hb).2,
      intervalIntegral.integral_const, smul_eq_mul, intervalIntegral.integral_const_mul,
      intervalIntegral.integral_mul_const, integral_sin, Real.cos_zero, Real.cos_pi]
    ring
  -- split off the factor that contains `h`
  have hsplit : 8 * π ^ 2 / (b * h ^ 2) = 2 * π / b * (2 * Real.sqrt π / h) ^ 2 := by
    rw [div_pow, mul_pow, hπ]
    field_simp
    ring
  have hcube : ((2 * Real.sqrt π / h) ^ 2) ^ (3 / 2 : ℝ) = (2 * Real.sqrt π / h) ^ 3 := by
    rw [← Real.rpow_natCast (2 * Real.sqrt π / h) 2, ← Real.rpow_mul (by positivity),
      ← Real.rpow_natCast (2 * Real.sqrt π / h) 3]
    congr 1
    norm_num
  have hfac : σ * h ^ 3 * (Real.sqrt π / σ * (2 * Real.sqrt π / h) ^ 3) = 8 * π ^ 2 := by
    calc σ * h ^ 3 * (Real.sqrt π / σ * (2 * Real.sqrt π / h) ^ 3)
        = 8 * (Real.sqrt π ^ 2) ^ 2 := by
          field_simp
          ring
      _ = 8 * π ^ 2 := by rw [hπ]
  rw [hvol, hsplit, Real.mul_rpow (by positivity) (by positivity), hcube, ← hfac]
  ring

end

end RotationalPartitionFunction
```

```lean
#print axioms RotationalPartitionFunction.angular_momentum_integral
#print axioms RotationalPartitionFunction.log_integral_hasDerivAt
#print axioms RotationalPartitionFunction.phaseSpaceIntegral_eq
```

```
'RotationalPartitionFunction.angular_momentum_integral' depends on axioms: [propext, Classical.choice, Quot.sound]
'RotationalPartitionFunction.log_integral_hasDerivAt' depends on axioms: [propext, Classical.choice, Quot.sound]
'RotationalPartitionFunction.phaseSpaceIntegral_eq' depends on axioms: [propext, Classical.choice, Quot.sound]
```

## From principal axes to the phase-space integral

`exists_factor` builds \(B\) from the spectral theorem and the square roots of the eigenvalues. If \(\det B\) vanished, so would \(\det I\), contradicting positivity. `energy_factor` is the cancellation that leaves \(u^Tu\), and `isotropic_integral` turns the exponential of a sum into a product and applies the one-dimensional Gaussian integral.

The device that supplies the determinant is `Real.map_matrix_volume_pi_eq_smul_volume_pi`, used in `change_variables`. It takes the volume measure in \(u\)-space and carries it along \(u\mapsto Bu\). The result is the volume measure in \(L\)-space times \(|(\det B)^{-1}|\). The inverse appears because a map that stretches volumes spreads the same measure more thinly: in the example \(|\det B|=3\), so the density falls to one third. Hence \(\int g(Bu)\,du=|\det B|^{-1}\int g(L)\,dL\), and multiplying by \(|\det B|\) gives the familiar rule. As the factor is finite and nonzero, the same identity carries integrability from \(u\) to \(L\).

`boltzmann_integral` joins these lemmas and identifies \(\sqrt{(\det B)^2}\) with \(|\det B|\); `angular_momentum_integral` sets \(n=3\).

For the logarithm, the closed formula is available only at positive arguments. These include a neighbourhood of \(b\), which is enough to differentiate there.

In `phaseSpaceIntegral_eq`, `hvol` evaluates the angular integrals to \(8\pi^2\). Then `hsplit` separates \(2\pi/b\) from \((2\sqrt\pi/h)^2\), `hcube` takes the 3/2 power of the latter, and `hfac` cancels \(\sigma\) and \(h^3\).
